# Wrap-around error in the density of a one-dimensional plane-wave orbital on 3K+1 grid points

In a plane-wave calculation the density is usually built by transforming the orbital coefficients to a real-space grid, squaring there, and transforming back. The resulting Fourier coefficients enter the Hartree energy and the forces that the electrons exert on the ions through the local pseudopotentials. Squaring doubles the range of frequencies: an orbital with frequencies up to \(K\) gives a density with frequencies up to \(2K\). A grid of \(4K+1\) points has room for all of them, while a reduced grid folds some onto others. For a single orbital in one dimension, the result below shows that the density coefficients with frequencies up to \(K\) are exact on \(3K+1\) points, and gives the error in the first one beyond \(K\).

## Which coefficients survive the folding

Take a cell of length one and an orbital

\[
\psi(x)=\sum_{k=-K}^{K}c_k\,e^{2\pi i kx},\qquad \rho(x)=|\psi(x)|^2 .
\]

The integer \(k\) labels a reciprocal lattice vector, usually written \(G\), and not a Bloch vector. The exact coefficient of the density and the one computed from \(N\) samples are

\[
\hat\rho(m)=\int_0^1\rho(x)e^{-2\pi i mx}\,dx,\qquad
\tilde\rho_N(m)=\frac1N\sum_{j=0}^{N-1}\rho(j/N)\,e^{-2\pi i mj/N}.
\]

The claim is that, for \(N=3K+1\),

\[
\tilde\rho_N(m)=\hat\rho(m)\quad(|m|\le K),\qquad
\tilde\rho_N(K+1)=\hat\rho(K+1)+c_{-K}\overline{c_K}.
\]

**Pairs of plane waves.** Multiplying out the square gives

\[
\rho(x)e^{-2\pi i mx}=\sum_{k,l=-K}^{K}c_k\overline{c_l}\,e^{2\pi i(k-l-m)x}.
\]

**Two orthogonality relations.** For an integer \(n\neq0\), the integral of \(e^{2\pi i nx}\) over the cell is \((e^{2\pi i n}-1)/(2\pi i n)=0\); for \(n=0\) it is one. On the grid, put \(z=e^{2\pi i n/N}\). If \(N\) divides \(n\), then \(z=1\) and the average of the \(z^j\) is one. Otherwise \(z\ne1\) but \(z^N=1\), and the average is \((z^N-1)/(N(z-1))=0\). Hence \(\hat\rho(m)\) is the sum of \(c_k\overline{c_l}\) over pairs with \(k-l=m\), and \(\tilde\rho_N(m)\) is the sum over pairs with \(k-l\equiv m\) modulo \(N\).

**The wrap-around law.** Let \(N>2K\) and \(0\le m<N\). Since \(|k-l|\le2K\le N-1\),

\[
-2N<-2K-(N-1)\le k-l-m\le2K<N .
\]

The only multiples of \(N\) in this range are \(0\) and \(-N\), so

\[
\tilde\rho_N(m)=\hat\rho(m)+\hat\rho(m-N).
\]

**The edge of the band.** No pair has \(|k-l|>2K\), so \(\hat\rho\) vanishes there. The difference \(-2K\) arises only from \(k=-K\), \(l=K\), which gives \(\hat\rho(-2K)=c_{-K}\overline{c_K}\).

**The reduced grid.** Set \(N=3K+1\).

- For \(0\le m\le K\), the folded frequency satisfies \(m-N\le-2K-1\), and its coefficient is zero.
- For \(-K\le m<0\), the grid coefficient has period \(N\) in \(m\), so \(\tilde\rho_N(m)=\tilde\rho_N(m+N)=\hat\rho(m+N)+\hat\rho(m)\). Here \(m+N\ge2K+1\), and the first term is zero.
- For \(m=K+1\) and \(K\ge1\), the folded frequency is \(K+1-N=-2K\), which gives the stated error.
- For \(K=0\) the grid has one point and \(m=1\) lies outside \(0\le m<N\). Directly, \(\tilde\rho_1(1)=|c_0|^2\) and \(\hat\rho(1)=0\), in agreement with the formula.

With \(N=3K\) and \(K\ge1\), the frequency \(m=K\) folds onto \(K-3K=-2K\), and the same error already appears at \(K\).

## A cosine on four points and on three

For \(K=1\), take the normalised orbital \(\psi(x)=\sqrt2\cos2\pi x\), with \(c_{\pm1}=1/\sqrt2\) and \(c_0=0\). Its density is \(1+\cos4\pi x\), so \(\hat\rho(0)=1\), \(\hat\rho(1)=0\) and \(\hat\rho(2)=1/2\). The four samples are \(2,0,2,0\). They give \(1\) and \(0\) for the first two coefficients, but \(1\) for the third: the error is \(1/2=c_{-1}\overline{c_1}\). On three points the samples are \(2,\tfrac12,\tfrac12\), and the coefficient at \(m=1\) comes out as \(1/2\) instead of zero.

## The orbital, its density and the two transforms in Lean

```lean
import Mathlib

open scoped ComplexConjugate

namespace ReducedFFTGrid

noncomputable section

/-- The plane wave `exp(2πi n x)` of period one. -/
def wave (n : ℤ) (x : ℝ) : ℂ :=
  Complex.exp (2 * Real.pi * Complex.I * n * x)

/-- The orbital with plane-wave coefficients `c k` for `|k| ≤ K`. -/
def orbital (K : ℕ) (c : ℤ → ℂ) (x : ℝ) : ℂ :=
  ∑ k ∈ Finset.Icc (-(K : ℤ)) K, c k * wave k x
```

The coefficients form a function `c : ℤ → ℂ` on all integers, of which only the values with \(|k|\le K\) are used. They need not be normalised; for an unnormalised orbital, dividing the density coefficients and the error by \(\sum_{|k|\le K}|c_k|^2\) gives the values per electron, provided this sum is not zero.

```lean
/-- The density `|ψ(x)|²` of the orbital, regarded as a complex number. -/
def density (K : ℕ) (c : ℤ → ℂ) (x : ℝ) : ℂ :=
  ((‖orbital K c x‖ ^ 2 : ℝ) : ℂ)
```

The density is real, but it is stored as a complex number so that it can be multiplied by plane waves.

```lean
/-- The exact Fourier coefficient: the integral of `f(x) exp(-2πi m x)` over one period. -/
def exactCoeff (f : ℝ → ℂ) (m : ℤ) : ℂ :=
  ∫ x in (0 : ℝ)..1, f x * wave (-m) x

/-- The discrete Fourier coefficient from the samples of `f` at the `N ≥ 1` points `j / N`. -/
def gridCoeff (N : ℕ) (f : ℝ → ℂ) (m : ℤ) : ℂ :=
  (∑ j ∈ Finset.range N, f ((j : ℝ) / N) * wave (-m) ((j : ℝ) / N)) / N
```

In both transforms `wave (-m)` is the factor \(e^{-2\pi i mx}\). The grid transform includes the factor \(1/N\), which many FFT routines leave to the caller.

## Plane-wave pairs and orthogonality

```lean
/-- The density times a plane wave is a double sum over pairs of orbital coefficients. -/
theorem density_mul_wave (K : ℕ) (c : ℤ → ℂ) (m : ℤ) (x : ℝ) :
    density K c x * wave (-m) x =
      ∑ k ∈ Finset.Icc (-(K : ℤ)) K, ∑ l ∈ Finset.Icc (-(K : ℤ)) K,
        c k * conj (c l) * wave (k - l - m) x := by
  have hadd : ∀ a b : ℤ, wave (a + b) x = wave a x * wave b x := by
    intro a b
    unfold wave
    rw [← Complex.exp_add]
    congr 1
    push_cast
    ring
  have hconj : ∀ n : ℤ, conj (wave n x) = wave (-n) x := by
    intro n
    unfold wave
    rw [← Complex.exp_conj]
    congr 1
    simp only [map_mul, Complex.conj_ofReal, Complex.conj_I, map_intCast, map_ofNat]
    push_cast
    ring
  unfold density
  rw [← Complex.normSq_eq_norm_sq, ← Complex.mul_conj]
  unfold orbital
  rw [map_sum, Finset.sum_mul_sum, Finset.sum_mul]
  refine Finset.sum_congr rfl fun k _ => ?_
  rw [Finset.sum_mul]
  refine Finset.sum_congr rfl fun l _ => ?_
  rw [map_mul, hconj, show k - l - m = k + -l + -m by ring, hadd, hadd]
  ring
```

This is the expansion into pairs. The auxiliary facts `hadd` and `hconj` say that frequencies add under multiplication and change sign under conjugation. The squared norm is rewritten as \(\psi\overline\psi\), and the product of sums becomes a double sum.

```lean
/-- Over a full period a plane wave integrates to one if its frequency is zero, else to zero. -/
theorem integral_wave (n : ℤ) :
    ∫ x in (0 : ℝ)..1, wave n x = if n = 0 then 1 else 0 := by
  by_cases h : n = 0
  · subst h
    simp [wave]
  · have hc : 2 * (Real.pi : ℂ) * Complex.I * n ≠ 0 :=
      mul_ne_zero Complex.two_pi_I_ne_zero (Int.cast_ne_zero.mpr h)
    have h1 : Complex.exp (2 * (Real.pi : ℂ) * Complex.I * n) = 1 :=
      Complex.exp_eq_one_iff.mpr ⟨n, by ring⟩
    rw [if_neg h]
    simp only [wave]
    rw [integral_exp_mul_complex hc, Complex.ofReal_one, Complex.ofReal_zero, mul_one,
      mul_zero, h1, Complex.exp_zero, sub_self, zero_div]
```

For a nonzero frequency the proof uses the antiderivative of the exponential, whose values at the two ends of the cell agree.

```lean
/-- On a grid of `N ≥ 1` points a plane wave averages to one if `N` divides its frequency,
else to zero. -/
theorem grid_wave {N : ℕ} (hN : 0 < N) (n : ℤ) :
    (∑ j ∈ Finset.range N, wave n ((j : ℝ) / N)) / (N : ℂ) =
      if (N : ℤ) ∣ n then 1 else 0 := by
  have hN' : (N : ℂ) ≠ 0 := Nat.cast_ne_zero.mpr hN.ne'
  -- the samples form a geometric progression
  have hp : ∀ j : ℕ, wave n ((j : ℝ) / N) =
      Complex.exp (2 * Real.pi * Complex.I * n / N) ^ j := by
    intro j
    rw [← Complex.exp_nat_mul]
    unfold wave
    congr 1
    push_cast
    ring
  simp_rw [hp]
  split_ifs with h
  · have h1 : Complex.exp (2 * Real.pi * Complex.I * n / N) = 1 := by
      obtain ⟨q, hq⟩ := h
      refine Complex.exp_eq_one_iff.mpr ⟨q, ?_⟩
      rw [div_eq_iff hN', hq]
      push_cast
      ring
    rw [h1]
    simp [hN']
  · have hz : Complex.exp (2 * Real.pi * Complex.I * n / N) ≠ 1 := by
      intro hz
      obtain ⟨q, hq⟩ := Complex.exp_eq_one_iff.mp hz
      rw [div_eq_iff hN'] at hq
      have h2 : (n : ℂ) = N * q := by
        apply mul_left_cancel₀ Complex.two_pi_I_ne_zero
        linear_combination hq
      exact h ⟨q, by exact_mod_cast h2⟩
    have hzN : Complex.exp (2 * Real.pi * Complex.I * n / N) ^ N = 1 := by
      rw [← Complex.exp_nat_mul]
      exact Complex.exp_eq_one_iff.mpr ⟨n, by field_simp⟩
    rw [geom_sum_eq hz, hzN, sub_self, zero_div, zero_div]
```

Here `hp` recognises the samples as powers of \(z\). The two branches are those of the hand calculation: `h1` shows \(z=1\) when \(N\) divides \(n\), while `hz` and `hzN` supply \(z\ne1\) and \(z^N=1\) for the geometric sum.

## Both coefficients as double sums

```lean
/-- The exact density coefficient at `m` collects the pairs with `k - l = m`. -/
theorem exactCoeff_density (K : ℕ) (c : ℤ → ℂ) (m : ℤ) :
    exactCoeff (density K c) m =
      ∑ k ∈ Finset.Icc (-(K : ℤ)) K, ∑ l ∈ Finset.Icc (-(K : ℤ)) K,
        if k - l = m then c k * conj (c l) else 0 := by
  have hc : ∀ k l : ℤ, Continuous fun x : ℝ =>
      c k * conj (c l) * wave (k - l - m) x := by
    intro k l
    simp only [wave]
    fun_prop
  unfold exactCoeff
  simp_rw [density_mul_wave]
  -- both finite sums are taken out of the integral
  rw [intervalIntegral.integral_finsetSum]
  swap
  · intro k _
    exact (continuous_finsetSum _ fun l _ => hc k l).intervalIntegrable _ _
  refine Finset.sum_congr rfl fun k _ => ?_
  rw [intervalIntegral.integral_finsetSum]
  swap
  · intro l _
    exact (hc k l).intervalIntegrable _ _
  refine Finset.sum_congr rfl fun l _ => ?_
  rw [intervalIntegral.integral_const_mul, integral_wave, mul_ite, mul_one, mul_zero]
  exact if_congr sub_eq_zero rfl rfl
```

Continuity of each term, `hc`, permits the exchange of integral and finite sums. Orthogonality then leaves the pairs with \(k-l=m\).

```lean
/-- The density coefficient at `m` on `N ≥ 1` points collects all pairs with `k - l` equal
to `m` modulo `N`. -/
theorem gridCoeff_density {N : ℕ} (hN : 0 < N) (K : ℕ) (c : ℤ → ℂ) (m : ℤ) :
    gridCoeff N (density K c) m =
      ∑ k ∈ Finset.Icc (-(K : ℤ)) K, ∑ l ∈ Finset.Icc (-(K : ℤ)) K,
        if (N : ℤ) ∣ k - l - m then c k * conj (c l) else 0 := by
  unfold gridCoeff
  simp_rw [density_mul_wave]
  rw [Finset.sum_comm (s := Finset.range N), Finset.sum_div]
  refine Finset.sum_congr rfl fun k _ => ?_
  rw [Finset.sum_comm (s := Finset.range N), Finset.sum_div]
  refine Finset.sum_congr rfl fun l _ => ?_
  rw [← Finset.mul_sum, mul_div_assoc, grid_wave hN, mul_ite, mul_one, mul_zero]
```

The grid version exchanges finite sums only. Its condition `(N : ℤ) ∣ k - l - m` is the congruence modulo \(N\), and comparing it with the equality in the previous theorem shows where aliasing comes from.

## Folding by one grid period

```lean
/-- Wrap-around law: on `N > 2K` points the density coefficient at `0 ≤ m < N` is the exact
one at `m` plus the exact one at `m - N`. -/
theorem wraparound {N K : ℕ} (hN : 2 * K < N) (c : ℤ → ℂ) {m : ℤ}
    (h0 : 0 ≤ m) (hm : m < N) :
    gridCoeff N (density K c) m =
      exactCoeff (density K c) m + exactCoeff (density K c) (m - N) := by
  rw [gridCoeff_density (by omega), exactCoeff_density K c m,
    exactCoeff_density K c (m - N), ← Finset.sum_add_distrib]
  refine Finset.sum_congr rfl fun k hk => ?_
  rw [← Finset.sum_add_distrib]
  refine Finset.sum_congr rfl fun l hl => ?_
  rw [Finset.mem_Icc] at hk hl
  -- for a pair in the sums, k - l equals m modulo N exactly if it is m or m - N
  have key : (N : ℤ) ∣ k - l - m ↔ k - l = m ∨ k - l = m - N := by
    constructor
    · rintro ⟨q, hq⟩
      have hpos : (0 : ℤ) < N := by omega
      have hup : k - l - m < N := by omega
      have hlow : -(2 * (N : ℤ)) < k - l - m := by omega
      have h1 : q < 1 := by
        by_contra h
        have h' : 1 ≤ q := not_lt.mp h
        nlinarith
      have h2 : -2 < q := by
        by_contra h
        have h' : q ≤ -2 := not_lt.mp h
        nlinarith
      have h3 : q = -1 ∨ q = 0 := by omega
      rcases h3 with rfl | rfl
      · right; omega
      · left; omega
    · rintro (h | h)
      · exact ⟨0, by omega⟩
      · exact ⟨-1, by omega⟩
  by_cases ha : k - l = m
  · have hb : ¬ k - l = m - N := by omega
    rw [if_pos (key.mpr (Or.inl ha)), if_pos ha, if_neg hb, add_zero]
  · by_cases hb : k - l = m - N
    · rw [if_pos (key.mpr (Or.inr hb)), if_neg ha, if_pos hb, zero_add]
    · rw [if_neg (fun h => (key.mp h).elim ha hb), if_neg ha, if_neg hb, add_zero]
```

The hypothesis `2 * K < N` makes the grid finer than the bandwidth of the orbital, though not necessarily that of the density. The equivalence `key` carries the argument: if \(k-l-m=Nq\), the bounds force \(q\) to be \(-1\) or \(0\). The final case distinction matches the sums term by term, since \(k-l\) cannot equal both \(m\) and \(m-N\).

```lean
/-- The exact density coefficients vanish beyond `2K`, and the one at `-2K` is the product
of the two edge coefficients, `c_(-K) conj(c_K)`. -/
theorem exactCoeff_band (K : ℕ) (c : ℤ → ℂ) :
    (∀ m : ℤ, 2 * (K : ℤ) < |m| → exactCoeff (density K c) m = 0) ∧
      exactCoeff (density K c) (-(2 * K)) = c (-K) * conj (c K) := by
  constructor
  · intro m h
    rw [lt_abs] at h
    rw [exactCoeff_density]
    refine Finset.sum_eq_zero fun k hk => Finset.sum_eq_zero fun l hl => if_neg ?_
    rw [Finset.mem_Icc] at hk hl
    omega
  · rw [exactCoeff_density]
    refine (Finset.sum_eq_single_of_mem (-(K : ℤ))
      (Finset.mem_Icc.mpr ⟨by omega, by omega⟩) ?_).trans
      ((Finset.sum_eq_single_of_mem (K : ℤ)
        (Finset.mem_Icc.mpr ⟨by omega, by omega⟩) ?_).trans (if_pos (by omega)))
    · intro k hk hne
      refine Finset.sum_eq_zero fun l hl => if_neg ?_
      rw [Finset.mem_Icc] at hk hl
      omega
    · intro l _ hne
      exact if_neg (by omega)
```

The first part finds no pair that meets the condition. The second isolates \(k=-K\) and then \(l=K\), and all other terms vanish.

## The grids of 3K+1 and 3K points

```lean
/-- On the reduced grid of `3K + 1` points the density coefficients are exact for `|m| ≤ K`,
and the one at `K + 1` is off by exactly `c_(-K) conj(c_K)`. -/
theorem reduced_grid_density (K : ℕ) (c : ℤ → ℂ) :
    (∀ m : ℤ, |m| ≤ K →
      gridCoeff (3 * K + 1) (density K c) m = exactCoeff (density K c) m) ∧
    gridCoeff (3 * K + 1) (density K c) (K + 1) =
      exactCoeff (density K c) (K + 1) + c (-K) * conj (c K) := by
  obtain ⟨hzero, hedge⟩ := exactCoeff_band K c
  have hN : 2 * K < 3 * K + 1 := by omega
  constructor
  · intro m hm
    rw [abs_le] at hm
    by_cases h0 : 0 ≤ m
    · have hz := hzero (m - ((3 * K + 1 : ℕ) : ℤ))
        (lt_abs.mpr (Or.inr (by push_cast; omega)))
      rw [wraparound hN c h0 (by push_cast; omega), hz, add_zero]
    · -- a negative frequency is shifted by one period of the discrete transform
      have hper : gridCoeff (3 * K + 1) (density K c) (m + ((3 * K + 1 : ℕ) : ℤ)) =
          gridCoeff (3 * K + 1) (density K c) m := by
        rw [gridCoeff_density (by omega) K c (m + ((3 * K + 1 : ℕ) : ℤ)),
          gridCoeff_density (by omega) K c m]
        refine Finset.sum_congr rfl fun k _ => Finset.sum_congr rfl fun l _ => ?_
        refine if_congr ⟨?_, ?_⟩ rfl rfl
        · rintro ⟨q, h⟩
          exact ⟨q + 1, by linear_combination h⟩
        · rintro ⟨q, h⟩
          exact ⟨q - 1, by linear_combination h⟩
      have hz := hzero (m + ((3 * K + 1 : ℕ) : ℤ))
        (lt_abs.mpr (Or.inl (by push_cast; omega)))
      rw [← hper, wraparound hN c (by push_cast; omega) (by omega), hz, zero_add,
        add_sub_cancel_right]
  · have hs : (K : ℤ) + 1 - ((3 * K + 1 : ℕ) : ℤ) = -(2 * K) := by
      push_cast
      ring
    by_cases hK : K = 0
    · -- for a constant orbital the frequency 1 is a full period of the one-point grid
      subst hK
      have hz := hzero 1 (by norm_num)
      rw [gridCoeff_density (by omega)]
      simp [hz]
    · rw [wraparound hN c (by omega) (by push_cast; omega), hs, hedge]
```

The theorem holds for every natural number `K` and every choice of coefficients. Its first part covers all \(m\) with \(|m|\le K\); its second gives the signed complex error at \(K+1\), which is zero if either edge coefficient is zero. In the proof, `hper` is the periodicity used for negative \(m\), `hs` is the identity \(K+1-N=-2K\), and the one-point grid is treated separately.

```lean
/-- With one point fewer, `3K` points and `K ≥ 1`, the error `c_(-K) conj(c_K)` already enters
the density coefficient at `K`. -/
theorem one_point_fewer {K : ℕ} (hK : 1 ≤ K) (c : ℤ → ℂ) :
    gridCoeff (3 * K) (density K c) K =
      exactCoeff (density K c) K + c (-K) * conj (c K) := by
  have hs : (K : ℤ) - ((3 * K : ℕ) : ℤ) = -(2 * K) := by
    push_cast
    ring
  rw [wraparound (by omega) c (by omega) (by push_cast; omega), hs, (exactCoeff_band K c).2]

end

end ReducedFFTGrid
```

The wrap-around law at \(m=K\) gives this directly. Thus \(3K+1\) is the smallest number of points above \(2K\) that keeps the coefficients up to \(K\) exact for every orbital with this cutoff: on any smaller such grid, \(m=N-2K\) lies between \(1\) and \(K\) and receives the edge product.

Production calculations usually have a three-dimensional cell with a spherical cutoff, where folding can occur along each grid direction, and often nonzero Bloch vectors, for which the range of frequencies need not be symmetric about zero; the theorems treat neither. Several occupied orbitals add no difficulty, because both transforms are linear in the density and the errors add with the occupations as weights. PAW augmentation charges are a separate contribution to the density and are absent from the model.

```lean
#print axioms ReducedFFTGrid.grid_wave
-- 'ReducedFFTGrid.grid_wave' depends on axioms: [propext, Classical.choice, Quot.sound]
#print axioms ReducedFFTGrid.reduced_grid_density
-- 'ReducedFFTGrid.reduced_grid_density' depends on axioms: [propext, Classical.choice, Quot.sound]
#print axioms ReducedFFTGrid.one_point_fewer
-- 'ReducedFFTGrid.one_point_fewer' depends on axioms: [propext, Classical.choice, Quot.sound]
```
